# Under the Hamiltonian σx, the σy expectation value of an initially spin-up state changes by −sin 2t

A two-level system starts in the normalised spin-up state (1, 0) and evolves under the Hamiltonian σx alone, with ħ = 1 and dimensionless time. The theorem `two_level_signal` states that for every real t the expectation value of σy at time t, minus its initial value, is −sin 2t. The proof first checks that applying σx twice to the spin-up state gives it back, so that the evolved state is cos t ψ − i sin t σxψ, with ψ the initial state. It then writes sin 2t as 2 sin t cos t and computes the inner products in components.

This version doesn't compile in Lean 4 with Mathlib:

```lean
import Mathlib

open Complex

namespace TwoLevelSignal

noncomputable section

variable {V : Type*} [NormedAddCommGroup V] [InnerProductSpace ℂ V]

/-- The state `exp(-iHt) ψ` reached from `ψ` after time `t` without external field. -/
def evolve (H : V →L[ℂ] V) (ψ : V) (t : ℝ) : V :=
  NormedSpace.exp ((t : ℂ) • (-I • H)) ψ

/-- The change of the expectation value of `A` during field-free evolution from `ψ`. -/
def signal (H A : V →L[ℂ] V) (ψ : V) (t : ℝ) : ℂ :=
  inner ℂ (evolve H ψ t) (A (evolve H ψ t)) - inner ℂ ψ (A ψ)

/-- The path `φ` obeys the Schrödinger equation `φ' = -iHφ` at all times. -/
def Solves (H : V →L[ℂ] V) (φ : ℝ → V) : Prop :=
  ∀ t, HasDerivAt φ (-I • H (φ t)) t

variable [CompleteSpace V]

/-- For self-adjoint `H`, a solution of the Schrödinger equation keeps its norm. -/
theorem norm_conserved {H : V →L[ℂ] V} (hH : IsSelfAdjoint H) {φ : ℝ → V}
    (h : Solves H φ) (t : ℝ) : ‖φ t‖ = ‖φ 0‖ := by
  have d : ∀ s, HasDerivAt (fun s => inner ℂ (φ s) (φ s)) 0 s := by
    intro s
    have hs : inner ℂ (H (φ s)) (φ s) = inner ℂ (φ s) (H (φ s)) :=
      hH.isSymmetric _ _
    refine (HasDerivAt.inner ℂ (h s) (h s)).congr_deriv ?_
    rw [inner_smul_right, inner_smul_left, hs]
    simp only [map_neg, conj_I]
    ring
  have e : inner ℂ (φ t) (φ t) = inner ℂ (φ 0) (φ 0) :=
    is_const_of_deriv_eq_zero (𝕜 := ℝ) (f := fun s => inner ℂ (φ s) (φ s))
      (fun s => (d s).differentiableAt) (fun s => (d s).deriv) t 0
  have e2 : ‖φ t‖ ^ 2 = ‖φ 0‖ ^ 2 := by
    rw [← inner_self_eq_norm_sq (𝕜 := ℂ) (φ t), ← inner_self_eq_norm_sq (𝕜 := ℂ) (φ 0), e]
  exact (sq_eq_sq₀ (norm_nonneg _) (norm_nonneg _)).1 e2

/-- The state `exp(-iHt) ψ` obeys the Schrödinger equation and starts at `ψ`. -/
theorem evolve_solves (H : V →L[ℂ] V) (ψ : V) :
    Solves H (evolve H ψ) ∧ evolve H ψ 0 = ψ := by
  refine ⟨fun t => ?_, by simp [evolve]⟩
  have h1 := (hasDerivAt_exp_smul_const' (-I • H) (t : ℂ)).clm_apply
    (hasDerivAt_const (t : ℂ) ψ)
  have h2 := HasDerivAt.scomp t h1 (hasDerivAt_id t).ofReal_comp
  refine HasDerivAt.congr_deriv (f := evolve H ψ) h2 ?_
  simp [evolve]

/-- For self-adjoint `H`, the only solution that starts at `ψ` is `exp(-iHt) ψ`. -/
theorem solution_unique {H : V →L[ℂ] V} (hH : IsSelfAdjoint H) {φ : ℝ → V} {ψ : V}
    (h : Solves H φ) (h0 : φ 0 = ψ) (t : ℝ) : φ t = evolve H ψ t := by
  obtain ⟨k, k0⟩ := evolve_solves H ψ
  -- the difference of two solutions is a solution of norm zero
  have hd : Solves H (fun s => φ s - evolve H ψ s) := fun s =>
    ((h s).fun_sub (k s)).congr_deriv (by rw [map_sub, smul_sub])
  have hn := norm_conserved hH hd t
  simp only [h0, k0, sub_self, norm_zero] at hn
  exact sub_eq_zero.1 (norm_eq_zero.1 hn)

/-- If `H` is self-adjoint and `H(Hψ) = ψ`, then `exp(-iHt) ψ = cos t ψ - i sin t Hψ`. -/
theorem evolve_of_involution {H : V →L[ℂ] V} (hH : IsSelfAdjoint H) {ψ : V}
    (h2 : H (H ψ) = ψ) (t : ℝ) :
    evolve H ψ t = (Real.cos t : ℂ) • ψ - (I * (Real.sin t : ℂ)) • H ψ := by
  refine (solution_unique hH (φ := fun s : ℝ =>
    (Real.cos s : ℂ) • ψ - (I * (Real.sin s : ℂ)) • H ψ) (fun s => ?_) (by simp) t).symm
  have d1 := (Real.hasDerivAt_cos s).ofReal_comp.smul_const ψ
  have d2 := ((Real.hasDerivAt_sin s).ofReal_comp.const_mul I).smul_const (H ψ)
  refine (d1.fun_sub d2).congr_deriv ?_
  have hI : -I * (I * (Real.sin s : ℂ)) = (Real.sin s : ℂ) := by
    linear_combination (-(Real.sin s : ℂ)) * I_mul_I
  simp only [map_sub, map_smul, h2, smul_sub, smul_smul, hI, ofReal_neg]
  module

/-- The Pauli matrix `σx` as an operator on the two-level space. -/
def pauliX : EuclideanSpace ℂ (Fin 2) →L[ℂ] EuclideanSpace ℂ (Fin 2) :=
  Matrix.toEuclideanCLM (n := Fin 2) (𝕜 := ℂ) !![0, 1; 1, 0]

/-- The Pauli matrix `σy` as an operator on the two-level space. -/
def pauliY : EuclideanSpace ℂ (Fin 2) →L[ℂ] EuclideanSpace ℂ (Fin 2) :=
  Matrix.toEuclideanCLM (n := Fin 2) (𝕜 := ℂ) !![0, -I; I, 0]

/-- The spin-up state `(1, 0)`. -/
def up : EuclideanSpace ℂ (Fin 2) := !₂[1, 0]

/-- Both `σx` and `σy` are self-adjoint. -/
theorem pauli_selfAdjoint : IsSelfAdjoint pauliX ∧ IsSelfAdjoint pauliY := by
  constructor
  · rw [IsSelfAdjoint, pauliX, ← map_star]
    congr 1
    ext i j
    fin_cases i <;> fin_cases j <;> simp [Matrix.star_apply]
  · rw [IsSelfAdjoint, pauliY, ← map_star]
    congr 1
    ext i j
    fin_cases i <;> fin_cases j <;> simp [Matrix.star_apply]

/-- With Hamiltonian `σx` and the spin-up initial state, the signal in `σy` is `-sin 2t`. -/
theorem two_level_signal (t : ℝ) :
    signal pauliX pauliY up t = -(Real.sin (2 * t) : ℂ) := by
  have h2 : pauliX (pauliX up) = up := by
    ext i
    fin_cases i <;> simp [pauliX, up]
  rw [signal, evolve_of_involution pauli_selfAdjoint.1 h2, Real.sin_two_mul]
  simp [pauliX, pauliY, up, PiLp.inner_apply, Fin.sum_univ_two, -ofReal_cos, -ofReal_sin]
  ring_nf
  simp only [I_sq]
  ring

end

end TwoLevelSignal
```

Lean reports:

```
Main.lean:104:39: error: unsolved goals
case «0»
t : ℝ
⊢ Matrix.vecHead (Matrix.vecTail (Matrix.vecHead ∘ ![![0, 1], ![1, 0]])) = 1

case «1»
t : ℝ
⊢ Matrix.vecHead (Matrix.vecHead ∘ ![![0, 1], ![1, 0]]) = 0
Try this:
  [apply] ring_nf
  
  The `ring` tactic failed to close the goal. Use `ring_nf` to obtain a normal form.
    
  Note that `ring` works primarily in *commutative* rings. If you have a noncommutative ring, abelian group or module, consider using `noncomm_ring`, `abel` or `module` instead.
Main.lean:103:59: error: unsolved goals
t : ℝ
h2 : pauliX (pauliX up) = up
⊢ -(↑(Real.cos t) * ↑(Real.sin t)) -
        ↑(Real.cos t) * ↑(Real.sin t) * Matrix.vecHead (Matrix.vecTail (Matrix.vecHead ∘ ![![0, 1], ![1, 0]])) -
      ↑(Real.sin t) ^ 2 * I ^ 3 * Matrix.vecHead (Matrix.vecHead ∘ ![![0, 1], ![1, 0]]) =
    -(↑(Real.cos t) * ↑(Real.sin t) * 2)
```

Diagnosis. Both errors come from entries of the σx matrix that `simp` leaves unevaluated. In the check that σx applied twice restores the state, the goals left over say that two such entries are 1 and 0. Both are true, but the entries are written with `Matrix.vecHead` and `Matrix.vecTail` acting on the composition `Matrix.vecHead ∘ ![![0, 1], ![1, 0]]`. The simplification rules for the head and tail of a vector expect an explicit vector there, not a composition, so they do not apply.

The same two expressions survive in the main calculation. `ring` treats them as unknown quantities and cannot close the goal; with the values 1 and 0 put in, the left side would be −2 sin t cos t, as required.

The repair gives both `simp` calls the definitions of `Matrix.vecHead` and `Matrix.vecTail`. Head and tail then unfold to evaluation at an index and a shift of the index, the composition can be applied, and the entries reduce to numbers.

After these edits no error is left:

```diff
@@ -104,7 +104,8 @@
   have h2 : pauliX (pauliX up) = up := by
     ext i
-    fin_cases i <;> simp [pauliX, up]
+    fin_cases i <;> simp [pauliX, up, Matrix.vecHead, Matrix.vecTail]
   rw [signal, evolve_of_involution pauli_selfAdjoint.1 h2, Real.sin_two_mul]
-  simp [pauliX, pauliY, up, PiLp.inner_apply, Fin.sum_univ_two, -ofReal_cos, -ofReal_sin]
+  simp [pauliX, pauliY, up, PiLp.inner_apply, Fin.sum_univ_two, Matrix.vecHead,
+    Matrix.vecTail, -ofReal_cos, -ofReal_sin]
   ring_nf
   simp only [I_sq]
```
